# A continuous SU(2) lift of a full turn about z, started at the identity, ends at minus the identity

Rotate a spin one-half about the z axis through an angle $t$ that grows from $0$ to $2\pi$. At the end every spin observable is back where it began, but the state vector has changed sign. Precisely, let $U(t)$ be a continuous family in SU(2) on $[0,2\pi]$ with $U(0)=1$, and let

$$V(t)=\begin{pmatrix}e^{-it/2}&0\\0&e^{it/2}\end{pmatrix}.$$

If $U(t)AU(t)^\dagger=V(t)AV(t)^\dagger$ for every complex $2\times2$ matrix $A$ and every $t$ in the interval, then $U(t)=V(t)$ throughout, and $U(2\pi)=-1$.

In quantum mechanics the sign can be seen by interference. Take a spin one-half in two coherent branches and apply $V(t)$, from $t=0$ to $2\pi$, in only one of them. If nothing else changes the relative phase, the interference term is reversed.

## Equal rotations differ at most by a sign

The matrix $V(t)$ is unitary with determinant $e^{-it/2}e^{it/2}=1$. It rotates the spin by $t$, not $t/2$, because conjugation uses each half-angle phase twice:

$$V(t)\sigma_xV(t)^\dagger=\begin{pmatrix}0&e^{-it}\\e^{it}&0\end{pmatrix}=\cos t\,\sigma_x+\sin t\,\sigma_y .$$

Since $V(t)$ is diagonal, it leaves $\sigma_z$ fixed.

Now fix $t$ and set $W=V^\dagger U$. Multiplying $UAU^\dagger=VAV^\dagger$ by $V^\dagger$ on the left and $U$ on the right gives $WA=AW$ for every $A$. Number rows and columns from 0. For $A=\begin{pmatrix}0&1\\0&0\end{pmatrix}$ this reads

$$\begin{pmatrix}0&W_{00}\\0&W_{10}\end{pmatrix}=\begin{pmatrix}W_{10}&W_{11}\\0&0\end{pmatrix},$$

so $W_{10}=0$ and $W_{11}=W_{00}$. The transposed choice of $A$ gives $W_{01}=0$. Hence $W=c\,1$ with $c=W_{00}$. Taking determinants,

$$c^2=\det W=\overline{\det V}\,\det U=1,$$

so $c=\pm1$, and $U=VW=\pm V$.

## Continuity selects the sign

The sign could still depend on $t$. Consider $f(t)=\operatorname{tr}\bigl(V(t)^\dagger U(t)\bigr)$, which is continuous and equals $2$ where $U=V$ and $-2$ where $U=-V$. At the start $f(0)=\operatorname{tr}1=2$. A continuous function on an interval cannot pass from $2$ to $-2$ without taking the values between, so $f=2$ everywhere and $U=V$. Finally, $e^{-i\pi}=e^{i\pi}=-1$ gives $U(2\pi)=V(2\pi)=-1$.

Continuity on $[0,2\pi)$ alone is not enough. Put $U(t)=V(t)$ for $t<2\pi$ and $U(2\pi)=1$. This family lies in SU(2), starts at $1$ and rotates every matrix as $V$ does, since $1$ and $-1$ act alike by conjugation. It ends at $+1$, with a jump at the last point.

## Spin operators and the meaning of equal rotation

Operators are complex $2\times2$ matrices in the basis of $\sigma_z$ eigenvectors, and membership in `SU2` means unitary with determinant one. The determinant condition fixes the overall phase up to sign.

In Lean 4 with Mathlib:

```lean
import Mathlib

open Matrix

namespace SpinorSignChange

noncomputable section

/-- Operators on the state space of a spin one-half. -/
abbrev Op := Matrix (Fin 2) (Fin 2) ℂ

/-- The group SU(2) of unitary operators of determinant one. -/
abbrev SU2 := Matrix.specialUnitaryGroup (Fin 2) ℂ
```

`SameRotation` compares two conjugation actions; `star` is the adjoint, written $\dagger$ above. The matrix `A` need not be Hermitian, but by linearity equality on Hermitian matrices would amount to the same condition. The order $UAU^\dagger$ is the one that transports density matrices; Heisenberg-picture observables transform with $U^\dagger AU$.

```lean
/-- The operators `U` and `V` transform every observable in the same way by conjugation. -/
def SameRotation (U V : Op) : Prop :=
  ∀ A : Op, U * A * star U = V * A * star V
```

## The reference rotation about z

`spinRotation t` is $V(t)=e^{-it\sigma_z/2}$, with $t$ in radians.

```lean
/-- The spinor rotation `diag(exp(-it/2), exp(it/2))` about the z axis. -/
def spinRotation (t : ℝ) : Op :=
  !![Complex.exp (-((t : ℂ) / 2) * Complex.I), 0; 0, Complex.exp ((t : ℂ) / 2 * Complex.I)]
```

The adjoint is computed entry by entry: conjugation reverses the sign of each exponent.

```lean
/-- The adjoint of the spinor rotation has the two phases interchanged. -/
theorem star_spinRotation (t : ℝ) : star (spinRotation t) =
    !![Complex.exp ((t : ℂ) / 2 * Complex.I), 0;
      0, Complex.exp (-((t : ℂ) / 2) * Complex.I)] := by
  have h2 : (starRingEnd ℂ) 2 = 2 := by apply Complex.ext <;> simp
  ext i j
  fin_cases i <;> fin_cases j <;>
    simp [spinRotation, Matrix.star_apply, ← Complex.exp_conj, h2]
```

The next theorem confirms the angle and the sense of rotation on $\sigma_x$. Its facts `h1` and `h2` combine two half-angle phases into $e^{-it}$ and $e^{it}$, and the matrix product then gives the stated entries.

```lean
/-- Conjugation by `spinRotation t` turns `σx` into `cos t σx + sin t σy`. -/
theorem spinRotation_sigmaX (t : ℝ) :
    spinRotation t * !![0, 1; 1, 0] * star (spinRotation t) =
      !![0, Complex.cos t - Complex.sin t * Complex.I;
        Complex.cos t + Complex.sin t * Complex.I, 0] := by
  -- products of half-angle phases are full-angle phases
  have h1 : Complex.exp (-((t : ℂ) / 2) * Complex.I) * Complex.exp (-((t : ℂ) / 2) * Complex.I)
      = Complex.cos t - Complex.sin t * Complex.I := by
    rw [← Complex.exp_add, show -((t : ℂ) / 2) * Complex.I + -((t : ℂ) / 2) * Complex.I
      = (-(t : ℂ)) * Complex.I by ring, Complex.exp_mul_I, Complex.cos_neg, Complex.sin_neg]
    ring
  have h2 : Complex.exp ((t : ℂ) / 2 * Complex.I) * Complex.exp ((t : ℂ) / 2 * Complex.I)
      = Complex.cos t + Complex.sin t * Complex.I := by
    rw [← Complex.exp_add, show (t : ℂ) / 2 * Complex.I + (t : ℂ) / 2 * Complex.I
      = (t : ℂ) * Complex.I by ring, Complex.exp_mul_I]
  rw [star_spinRotation, ← h1, ← h2]
  unfold spinRotation
  rw [Matrix.mul_fin_two, Matrix.mul_fin_two]
  simp
```

Membership in SU(2) follows because the two phases cancel, both in $VV^\dagger$ and in the determinant.

```lean
/-- The spinor rotation belongs to SU(2) at every angle. -/
theorem spinRotation_mem (t : ℝ) : spinRotation t ∈ SU2 := by
  refine Matrix.mem_specialUnitaryGroup_iff.mpr ⟨Matrix.mem_unitaryGroup_iff.mpr ?_, ?_⟩
  · rw [star_spinRotation]
    simp [spinRotation, Matrix.one_fin_two, ← Complex.exp_add]
  · simp [spinRotation, Matrix.det_fin_two, ← Complex.exp_add]
```

At $t=2\pi$ the half-angle is $\pi$, and both diagonal entries become $-1$.

```lean
/-- The spinor rotation about the z axis through the angle `2π` is minus the identity. -/
theorem spinRotation_two_pi : spinRotation (2 * Real.pi) = -1 := by
  have h : (((2 * Real.pi : ℝ) : ℂ) / 2) = (Real.pi : ℂ) := by
    push_cast
    ring
  unfold spinRotation
  rw [h, neg_mul, Complex.exp_neg, Complex.exp_pi_mul_I]
  ext i j
  fin_cases i <;> fin_cases j <;> simp [inv_neg]
```

## From commuting operators to a sign

The two test matrices from the derivation appear here as `h1` and `h2`. Reading off single entries gives `e10`, `e11` and `e01`, which together make `W` a multiple of the identity.

```lean
/-- An operator that commutes with every spin operator is a multiple of the identity. -/
theorem scalar_of_commute (W : Op) (h : ∀ A : Op, W * A = A * W) : W = W 0 0 • (1 : Op) := by
  -- test against the raising and the lowering operator
  have h1 := h !![0, 1; 0, 0]
  have h2 := h !![0, 0; 1, 0]
  have e10 : W 1 0 = 0 := by
    simpa [Matrix.mul_apply, Fin.sum_univ_two] using (congrFun (congrFun h1 0) 0).symm
  have e11 : W 1 1 = W 0 0 := by
    simpa [Matrix.mul_apply, Fin.sum_univ_two] using (congrFun (congrFun h1 0) 1).symm
  have e01 : W 0 1 = 0 := by
    simpa [Matrix.mul_apply, Fin.sum_univ_two] using congrFun (congrFun h2 0) 0
  ext i j
  fin_cases i <;> fin_cases j <;> simp [e10, e11, e01]
```

The following equivalence holds for any two elements of SU(2), whatever their axes. In the forward direction, `comm` inserts $U^\dagger U=1$, replaces one conjugation by the other, and removes $V^\dagger V=1$. The determinant gives `hd`, which is $c^2=1$, and factoring $(c-1)(c+1)=0$ leaves the two cases. In the reverse direction, the two minus signs in $(-V)A(-V)^\dagger$ cancel.

```lean
/-- Two elements of SU(2) rotate all observables alike exactly when they agree up to sign. -/
theorem sameRotation_iff {U V : Op} (hU : U ∈ SU2) (hV : V ∈ SU2) :
    SameRotation U V ↔ U = V ∨ U = -V := by
  obtain ⟨hUu, hUd⟩ := Matrix.mem_specialUnitaryGroup_iff.mp hU
  obtain ⟨hVu, hVd⟩ := Matrix.mem_specialUnitaryGroup_iff.mp hV
  have hUU : star U * U = 1 := Matrix.mem_unitaryGroup_iff'.mp hUu
  have hVV : star V * V = 1 := Matrix.mem_unitaryGroup_iff'.mp hVu
  have hVV' : V * star V = 1 := Matrix.mem_unitaryGroup_iff.mp hVu
  constructor
  · intro h
    -- the relative rotation commutes with everything, so it is a scalar
    have comm : ∀ A : Op, (star V * U) * A = A * (star V * U) := by
      intro A
      calc (star V * U) * A = (star V * U) * A * (star U * U) := by rw [hUU, mul_one]
        _ = star V * (U * A * star U) * U := by simp only [mul_assoc]
        _ = star V * (V * A * star V) * U := by rw [h A]
        _ = (star V * V) * (A * (star V * U)) := by simp only [mul_assoc]
        _ = A * (star V * U) := by rw [hVV, one_mul]
    obtain ⟨c, hc⟩ : ∃ c : ℂ, star V * U = c • (1 : Op) := ⟨_, scalar_of_commute _ comm⟩
    -- the determinant leaves only the two signs
    have hd : c ^ 2 = 1 := by
      have h2 := congrArg Matrix.det hc
      rw [Matrix.det_mul, Matrix.star_eq_conjTranspose, Matrix.det_conjTranspose, hUd, hVd,
        Matrix.det_smul, Matrix.det_one, Fintype.card_fin, star_one, mul_one, mul_one] at h2
      exact h2.symm
    have hUV : U = c • V := by
      calc U = V * (star V * U) := by rw [← mul_assoc, hVV', one_mul]
        _ = c • V := by rw [hc, mul_smul_comm, mul_one]
    have hf : (c - 1) * (c + 1) = 0 := by linear_combination hd
    rcases mul_eq_zero.mp hf with h1 | h1
    · left
      have hc1 : c = 1 := by linear_combination h1
      rw [hUV, hc1, one_smul]
    · right
      have hc1 : c = -1 := by linear_combination h1
      rw [hUV, hc1, neg_smul, one_smul]
  · rintro (h | h) A
    · rw [h]
    · rw [h, star_neg, neg_mul, neg_mul_neg]
```

## Uniqueness on a connected parameter set

The continuity argument needs no interval. The parameter may range over any preconnected set `S`, meaning one that cannot be split into two separated nonempty parts, and both families may be arbitrary continuous ones in SU(2). They must agree at one point `s` of `S`.

The trace $f$ enters through `hc`, its continuity, and `hsq`, the identity $f^2=2^2$. The Mathlib lemma `eq_of_sq_eq` says that two continuous functions with equal squares agree on a preconnected set if they agree at one point and the second never vanishes. Applied to $f$ and the constant $2$, it gives $f=2$. The case $U=-V$ would then require $-2=2$.

```lean
/-- On a connected set of parameters, two continuous SU(2) families that rotate all observables
alike and coincide at one parameter coincide at all of them. -/
theorem lift_unique {X : Type*} [TopologicalSpace X] {S : Set X} (hS : IsPreconnected S)
    {U V : X → Op} (hUc : ContinuousOn U S) (hVc : ContinuousOn V S)
    (hU : ∀ t ∈ S, U t ∈ SU2) (hV : ∀ t ∈ S, V t ∈ SU2)
    (h : ∀ t ∈ S, SameRotation (U t) (V t)) {s : X} (hs : s ∈ S) (h0 : U s = V s) :
    Set.EqOn U V S := by
  have htr : ∀ t ∈ S, Matrix.trace (star (V t) * V t) = 2 := by
    intro t ht
    rw [Matrix.mem_unitaryGroup_iff'.mp (Matrix.mem_specialUnitaryGroup_iff.mp (hV t ht)).1]
    simp
  -- the trace of the relative rotation is continuous and equals 2 or -2
  have hc : ContinuousOn (fun t => Matrix.trace (star (V t) * U t)) S :=
    (continuous_id.matrix_trace).comp_continuousOn (hVc.star.mul hUc)
  have hsq : ∀ t ∈ S, Matrix.trace (star (V t) * U t) ^ 2 = (2 : ℂ) ^ 2 := by
    intro t ht
    rcases (sameRotation_iff (hU t ht) (hV t ht)).mp (h t ht) with e | e
    · rw [e, htr t ht]
    · rw [e, mul_neg, Matrix.trace_neg, htr t ht]
      norm_num
  have hbase : Matrix.trace (star (V s) * U s) = 2 := by rw [h0, htr s hs]
  have hf : Set.EqOn (fun t => Matrix.trace (star (V t) * U t)) (fun _ => (2 : ℂ)) S :=
    hS.eq_of_sq_eq hc continuousOn_const (fun t ht => hsq t ht) (fun _ => two_ne_zero) hs hbase
  intro t ht
  rcases (sameRotation_iff (hU t ht) (hV t ht)).mp (h t ht) with e | e
  · exact e
  · have h2 : Matrix.trace (star (V t) * U t) = 2 := hf ht
    rw [e, mul_neg, Matrix.trace_neg, htr t ht] at h2
    norm_num at h2
```

## The full turn

In the final theorem `U` is a function on all real numbers, but its continuity, its membership in SU(2) and its agreement with the rotation are required only on $[0,2\pi]$. The proof checks that `spinRotation` is continuous and equals $1$ at $t=0$, then applies `lift_unique` to the interval. The value at the right endpoint comes from `spinRotation_two_pi`.

No Hamiltonian appears here. To apply the theorem to a spin in a magnetic field, one must separately identify `U` with the spin's propagator, parametrised by the rotation angle. The propagator has determinant one when the Hamiltonian is traceless, as the Zeeman term is. A spin-independent energy would add a phase that the theorem does not include.

```lean
/-- A continuous SU(2) family on `[0, 2π]` that starts at the identity and rotates all observables
as `spinRotation` does is equal to `spinRotation`, and it ends at minus the identity. -/
theorem sign_change_of_full_turn {U : ℝ → Op}
    (hc : ContinuousOn U (Set.Icc 0 (2 * Real.pi)))
    (hU : ∀ t ∈ Set.Icc 0 (2 * Real.pi), U t ∈ SU2) (h0 : U 0 = 1)
    (h : ∀ t ∈ Set.Icc 0 (2 * Real.pi), SameRotation (U t) (spinRotation t)) :
    (∀ t ∈ Set.Icc 0 (2 * Real.pi), U t = spinRotation t) ∧ U (2 * Real.pi) = -1 := by
  have hpi : (0 : ℝ) ≤ 2 * Real.pi := by positivity
  have hV : Continuous spinRotation := by
    refine continuous_matrix fun i j => ?_
    fin_cases i <;> fin_cases j <;> simp [spinRotation] <;> fun_prop
  have hV0 : spinRotation 0 = 1 := by simp [spinRotation, Matrix.one_fin_two]
  have heq := lift_unique isPreconnected_Icc hc hV.continuousOn hU
    (fun t _ => spinRotation_mem t) h (Set.left_mem_Icc.mpr hpi) (h0.trans hV0.symm)
  exact ⟨fun t ht => heq ht, (heq (Set.right_mem_Icc.mpr hpi)).trans spinRotation_two_pi⟩


end

end SpinorSignChange
```

```lean
#print axioms SpinorSignChange.spinRotation_sigmaX
#print axioms SpinorSignChange.sign_change_of_full_turn
```

```
'SpinorSignChange.spinRotation_sigmaX' depends on axioms: [propext, Classical.choice, Quot.sound]
'SpinorSignChange.sign_change_of_full_turn' depends on axioms: [propext, Classical.choice, Quot.sound]
```
